# Induced dipoles with equal attractive couplings in a uniform field have only negative many-body increments below the polarisation catastrophe

## Where to stop a many-body expansion

When the energy of a cluster is assembled from calculations on its fragments, one has to decide at which order to stop: after the pairs, after the triples, or later. The error is then the sum of the omitted terms, and it matters whether these can cancel. Take n identical classical polarisable sites in a uniform field, all coupled attractively with the same strength t > 0, where t is the polarisability times the dipole–dipole coupling. If (n−1)t < 1, the omitted terms cannot cancel: the increment of every order is negative. It also has a closed form, which gives the size of each omitted term. This bears on fragment methods as far as mutual polarisation can be modelled by one common coupling and one fixed field, the same at every site.

## Dipoles that polarise each other

Put n polarisable sites in a uniform field. Site i acquires a moment mᵢ along the field. Creating the moment costs mᵢ²/2, the field lowers the energy by mᵢ, and each pair of parallel moments gains t mᵢ mⱼ:

    E(m) = Σ_i mᵢ²/2 − t Σ_{i<j} mᵢ mⱼ − Σ_i mᵢ

The polarisability α and the field F are set to 1. In general, moments are measured in αF and energies in αF², and t is α times the dipole–dipole coupling. It is not a hopping integral. A positive t means that aligned moments reinforce each other, as in a head-to-tail arrangement.

Minimising over all moments lets the dipoles respond to each other self-consistently, to all orders in t. If all moments equal m > 0, the other n−1 dipoles induce a moment (n−1)t m at each site. The condition (n−1)t < 1 says that this is less than m, so the moments cannot sustain themselves without the field. At (n−1)t = 1 the restoring force against a uniform growth of all moments vanishes, which is the polarisation catastrophe.

## The two statements and their Lean form

The theorem `isLeast_energy` says that for t ≥ 0 and (n−1)t < 1 the minimum energy is attained and equals

    −n / (2(1 − (n−1)t))

The theorem `increment_relaxedEnergy` says that for t > 0, n ≥ 1 and (n−1)t < 1 the n-body increment of this minimum energy equals

    Δₙ = −(1+t) tⁿ⁻¹ n! / (2 ∏_{k=0..n} (1 + t − kt))

and is negative. For one dipole this is −1/2, and for two it is −t/(1−t). The k-body terms in the expansion of a cluster of n sites are the increments of its subclusters of k sites. The theorem applies to each of them, with k in place of n, because (k−1)t ≤ (n−1)t < 1.

In Lean the sites carry labels from a type `ι`, the cluster is a finite set `s` of labels, and n is `s.card`. The moments form a function `m : ι → ℝ`, of which `energy t s m` uses only the values on `s`. Its pair term is half the sum over ordered pairs, which equals the sum over i < j without needing an order on the labels. `IsLeast (Set.range (energy t s))` means that the stated value is the energy of some choice of moments and that no choice gives less. The empty cluster is allowed here, with energy 0.

`relaxedEnergy` is the infimum of the energy over all moments. `increment` takes any cluster energy E and forms the inclusion–exclusion sum over subclusters u of s:

    Σ_{u ⊆ s} (−1)^(|s|+|u|) E(u)

For a pair this is the pair energy minus the two single-site energies, plus the energy of the empty cluster, which is zero here.

Real dipole–dipole couplings depend on distance and direction, and real moments are vectors. Replacing all of this by one number t is the step from a real cluster to the model, and no hypothesis of the theorems justifies it. The field is also taken as external: it is the same at every site and in every subcluster, unlike the field that molecules with permanent moments exert on each other.

## The minimum by completing the square

Write S = Σ mᵢ and Q = Σ mᵢ². Since S² = Q + 2 Σ_{i<j} mᵢ mⱼ,

    E = (1+t)/2 · Q − t/2 · S² − S

Let g = 1 − (n−1)t, which is positive, and μ = 1/g. The Cauchy–Schwarz inequality S² ≤ nQ and t ≥ 0 give

    E ≥ (1 + t − nt)/2 · Q − S = g/2 · Q − S

The summed squared deviation from μ is

    D = Σ_i (mᵢ − μ)² = Q − 2μS + nμ²

Because gμ = 1, the right-hand side of the bound is g/2 · D − nμ/2. Hence

    E + nμ/2 ≥ g/2 · D ≥ 0

If every moment equals μ, then Q = nμ² and S = nμ, so

    E = gnμ²/2 − nμ = −nμ/2

The bound is reached, and the minimum is −n/(2g).

## The increments by finite differences

Add a site a to a cluster s. The subclusters of the larger cluster either contain a or do not, and the two kinds enter with opposite signs. The new increment is therefore the increment over s of the difference E(u ∪ {a}) − E(u).

Apply this to the cluster energy 1/(c − kt), where k is the size of the subcluster and c a constant such that no denominator vanishes. Call its n-body increment Aₙ(c). The claim is

    Aₙ(c) = n! tⁿ / ∏_{k=0..n} (c − kt)

For n = 0 both sides are 1/c. Adding a site replaces c by c − t, so

    Aₙ₊₁(c) = Aₙ(c−t) − Aₙ(c)
            = n! tⁿ [1/∏_{k=1..n+1} (c − kt) − 1/∏_{k=0..n} (c − kt)]
            = n! tⁿ [c − (c − (n+1)t)] / ∏_{k=0..n+1} (c − kt)

The bracket in the last line is (n+1)t, which gives the claim for n+1.

Every subcluster of size k ≤ n also satisfies the stability condition, so its minimum energy is

    −k/(2(1 + t − kt)) = 1/(2t) − (1+t)/(2t) · 1/(1 + t − kt)

The constant 1/(2t) has zero increment for n ≥ 1, because its finite difference vanishes. What remains is

    Δₙ = −(1+t)/(2t) · Aₙ(1+t)

which is the stated formula. Each factor 1 + t − kt with k ≤ n is at least 1 + t − nt = g > 0, so Δₙ is negative.

## Two dipoles at the catastrophe

Take n = 2 and t = 1, so that (n−1)t = 1. The energy becomes

    E = (m₁ − m₂)²/2 − (m₁ + m₂)

With m₁ = m₂ = x it equals −2x, which has no lower bound. The condition (n−1)t < 1 therefore cannot be relaxed to (n−1)t ≤ 1. Lean assigns the infimum 0 to such an unbounded set, so `relaxedEnergy` has no physical meaning there.

## The complete Lean file

```lean
import Mathlib

open Finset

namespace MutualPolarisation

noncomputable section

variable {ι : Type*} [DecidableEq ι]

/-- Energy of the dipoles in `s` with moments `m`, unit polarisability, unit field and
coupling `t` between every pair; half the sum over ordered pairs counts each pair once. -/
def energy (t : ℝ) (s : Finset ι) (m : ι → ℝ) : ℝ :=
  (∑ i ∈ s, m i ^ 2 / 2) - t * ((∑ i ∈ s, ∑ j ∈ s.erase i, m i * m j) / 2) - ∑ i ∈ s, m i

/-- Infimum of the energy of the cluster `s` over all moments, for couplings at which
the energy is bounded below. -/
def relaxedEnergy (t : ℝ) (s : Finset ι) : ℝ := sInf (Set.range (energy t s))

/-- Many-body increment of a cluster energy `E`: the alternating sum of `E` over all
subclusters of `s`, with sign plus for `s` itself. -/
def increment (E : Finset ι → ℝ) (s : Finset ι) : ℝ :=
  ∑ u ∈ s.powerset, (-1 : ℝ) ^ (s.card + u.card) * E u

/-- The energy depends on the moments only through their sum and their sum of squares. -/
theorem energy_eq (t : ℝ) (s : Finset ι) (m : ι → ℝ) :
    energy t s m = (1 + t) / 2 * ∑ i ∈ s, m i ^ 2 - t / 2 * (∑ i ∈ s, m i) ^ 2
      - ∑ i ∈ s, m i := by
  have h : ∀ i ∈ s, ∑ j ∈ s.erase i, m i * m j = m i * (∑ j ∈ s, m j) - m i ^ 2 := by
    intro i hi
    have h := Finset.add_sum_erase s m hi
    rw [← Finset.mul_sum]
    linear_combination (m i) * h
  unfold energy
  rw [Finset.sum_congr rfl h, Finset.sum_sub_distrib, ← Finset.sum_mul, ← Finset.sum_div]
  ring

/-- For `t ≥ 0` and a moment `μ` with `μ (1 - (n - 1) t) = 1`, the energy plus `n μ / 2` is at
least `(1 - (n - 1) t) / 2` times the summed squared deviations from `μ`. -/
theorem energy_gap {t μ : ℝ} (ht : 0 ≤ t) (s : Finset ι)
    (hμ : μ * (1 - ((s.card : ℝ) - 1) * t) = 1) (m : ι → ℝ) :
    (1 - ((s.card : ℝ) - 1) * t) / 2 * ∑ i ∈ s, (m i - μ) ^ 2
      ≤ energy t s m + s.card * μ / 2 := by
  have h2 : ∑ i ∈ s, (m i - μ) ^ 2
      = ∑ i ∈ s, m i ^ 2 - 2 * μ * ∑ i ∈ s, m i + s.card * μ ^ 2 := by
    calc ∑ i ∈ s, (m i - μ) ^ 2 = ∑ i ∈ s, (m i ^ 2 - 2 * μ * m i + μ ^ 2) :=
          Finset.sum_congr rfl (fun i _ => by ring)
      _ = _ := by
          rw [Finset.sum_add_distrib, Finset.sum_sub_distrib, ← Finset.mul_sum,
            Finset.sum_const, nsmul_eq_mul]
  -- Cauchy-Schwarz bounds the coupling term
  have h3 : (∑ i ∈ s, m i) ^ 2 ≤ s.card * ∑ i ∈ s, m i ^ 2 := sq_sum_le_card_mul_sum_sq
  have h4 := mul_le_mul_of_nonneg_left h3 (by linarith : 0 ≤ t / 2)
  rw [energy_eq, h2]
  linear_combination h4 + (s.card * μ / 2 - ∑ i ∈ s, m i) * hμ

/-- For `t ≥ 0` and `(n - 1) t < 1`, the minimum energy of `n` mutually polarising dipoles
is attained and equals `-n / (2 (1 - (n - 1) t))`. -/
theorem isLeast_energy {t : ℝ} (ht : 0 ≤ t) (s : Finset ι)
    (h : ((s.card : ℝ) - 1) * t < 1) :
    IsLeast (Set.range (energy t s))
      (-(s.card : ℝ) / (2 * (1 - ((s.card : ℝ) - 1) * t))) := by
  have hg : 0 < 1 - ((s.card : ℝ) - 1) * t := by linarith
  obtain ⟨μ, hμ⟩ : ∃ μ : ℝ, μ * (1 - ((s.card : ℝ) - 1) * t) = 1 :=
    ⟨_, div_mul_cancel₀ 1 hg.ne'⟩
  have hE : -(s.card : ℝ) / (2 * (1 - ((s.card : ℝ) - 1) * t)) = -(s.card * μ / 2) := by
    rw [div_eq_iff (mul_ne_zero two_ne_zero hg.ne')]
    linear_combination (s.card : ℝ) * hμ
  rw [hE]
  constructor
  · -- the minimum is reached when all moments equal `μ`
    refine ⟨fun _ => μ, ?_⟩
    rw [energy_eq]
    simp only [Finset.sum_const, nsmul_eq_mul]
    linear_combination (s.card * μ / 2) * hμ
  · rintro _ ⟨m, rfl⟩
    have h1 := energy_gap ht s hμ m
    have h2 : 0 ≤ (1 - ((s.card : ℝ) - 1) * t) / 2 * ∑ i ∈ s, (m i - μ) ^ 2 :=
      mul_nonneg (by linarith) (Finset.sum_nonneg (fun i _ => sq_nonneg _))
    linarith

/-- Adding a dipole `a` to a cluster turns the increment into that of a finite difference. -/
theorem increment_insert (E : Finset ι → ℝ) {a : ι} {s : Finset ι} (ha : a ∉ s) :
    increment E (insert a s) = increment (fun u => E (insert a u)) s - increment E s := by
  unfold increment
  rw [Finset.sum_powerset_insert ha, Finset.card_insert_of_notMem ha,
    ← Finset.sum_add_distrib, ← Finset.sum_sub_distrib]
  refine Finset.sum_congr rfl (fun u hu => ?_)
  rw [Finset.card_insert_of_notMem (fun h => ha (Finset.mem_powerset.mp hu h))]
  ring

/-- Increment of the cluster energy `1 / (c - k t)`, with `k` the cluster size, when no
denominator up to the size of `s` vanishes. -/
theorem increment_inv (t c : ℝ) (s : Finset ι)
    (h : ∀ k : ℕ, k ≤ s.card → c - (k : ℝ) * t ≠ 0) :
    increment (fun u : Finset ι => 1 / (c - (u.card : ℝ) * t)) s
      = (s.card.factorial : ℝ) * t ^ s.card
        / ∏ k ∈ range (s.card + 1), (c - (k : ℝ) * t) := by
  induction s using Finset.induction_on generalizing c with
  | empty => simp [increment]
  | insert a s ha ih =>
    rw [Finset.card_insert_of_notMem ha] at h
    have hc : c ≠ 0 := by simpa using h 0 (Nat.zero_le _)
    have hl : c - ((s.card : ℝ) + 1) * t ≠ 0 := by
      have h' := h (s.card + 1) le_rfl
      push_cast at h'
      exact h'
    have e : increment (fun u : Finset ι => 1 / (c - ((insert a u).card : ℝ) * t)) s
        = increment (fun u : Finset ι => 1 / (c - t - (u.card : ℝ) * t)) s := by
      unfold increment
      refine Finset.sum_congr rfl (fun u hu => ?_)
      beta_reduce
      rw [Finset.card_insert_of_notMem (fun h => ha (Finset.mem_powerset.mp hu h))]
      have h' : c - ((u.card + 1 : ℕ) : ℝ) * t = c - t - (u.card : ℝ) * t := by
        push_cast
        ring
      rw [h']
    have h1 : ∀ k : ℕ, k ≤ s.card → c - t - (k : ℝ) * t ≠ 0 := by
      intro k hk h0
      apply h (k + 1) (by omega)
      push_cast
      linarith
    -- split off the last or the first factor of the product
    have hA : ∏ k ∈ range (s.card + 1 + 1), (c - (k : ℝ) * t)
        = (∏ k ∈ range (s.card + 1), (c - (k : ℝ) * t)) * (c - ((s.card : ℝ) + 1) * t) := by
      rw [Finset.prod_range_succ _ (s.card + 1), Nat.cast_add, Nat.cast_one]
    have hB : ∏ k ∈ range (s.card + 1 + 1), (c - (k : ℝ) * t)
        = (∏ k ∈ range (s.card + 1), (c - t - (k : ℝ) * t)) * c := by
      rw [Finset.prod_range_succ' _ (s.card + 1), Nat.cast_zero, zero_mul, sub_zero]
      congr 1
      exact Finset.prod_congr rfl (fun k _ => by push_cast; ring)
    rw [increment_insert _ ha, e, ih (c - t) h1, ih c (fun k hk => h k (by omega)),
      Finset.card_insert_of_notMem ha, ← mul_div_mul_right _ _ hc, ← hB,
      ← mul_div_mul_right _ (∏ k ∈ range (s.card + 1), (c - (k : ℝ) * t)) hl, ← hA,
      ← sub_div, Nat.factorial_succ]
    congr 1
    push_cast
    ring

/-- For `t > 0`, `n ≥ 1` and `(n - 1) t < 1`, the `n`-body increment of the relaxed energy is
`-(1 + t) t^(n-1) n! / (2 ∏ (1 + t - k t))`, `k = 0, …, n`, and it is negative. -/
theorem increment_relaxedEnergy {t : ℝ} (ht : 0 < t) {s : Finset ι} (hs : s.Nonempty)
    (h : ((s.card : ℝ) - 1) * t < 1) :
    increment (relaxedEnergy t) s
      = -((1 + t) * t ^ (s.card - 1) * (s.card.factorial : ℝ))
        / (2 * ∏ k ∈ range (s.card + 1), (1 + t - (k : ℝ) * t))
    ∧ increment (relaxedEnergy t) s < 0 := by
  have hpos : ∀ k : ℕ, k ≤ s.card → 0 < 1 + t - (k : ℝ) * t := by
    intro k hk
    have hk' : (k : ℝ) * t ≤ s.card * t :=
      mul_le_mul_of_nonneg_right (by exact_mod_cast hk) ht.le
    linarith
  have hP : 0 < ∏ k ∈ range (s.card + 1), (1 + t - (k : ℝ) * t) :=
    Finset.prod_pos (fun k hk => hpos k (by have := Finset.mem_range.mp hk; omega))
  -- each relaxed energy is a constant plus a multiple of `1 / (1 + t - k t)`
  have hE : ∀ u ∈ s.powerset, relaxedEnergy t u
      = 1 / (2 * t) - (1 + t) / (2 * t) * (1 / (1 + t - (u.card : ℝ) * t)) := by
    intro u hu
    have hD := hpos u.card (Finset.card_le_card (Finset.mem_powerset.mp hu))
    have hD' := hD.ne'
    have hr : relaxedEnergy t u = _ := (isLeast_energy ht.le u (by linarith)).csInf_eq
    have e : 1 - ((u.card : ℝ) - 1) * t = 1 + t - (u.card : ℝ) * t := by ring
    rw [hr, e]
    field_simp
    ring
  have hconst : increment (fun _ : Finset ι => 1 / (2 * t)) s = 0 := by
    obtain ⟨i, hi⟩ := hs
    rw [← Finset.insert_erase hi, increment_insert _ (Finset.notMem_erase i s)]
    exact sub_self _
  have hlin : increment (relaxedEnergy t) s
      = increment (fun _ : Finset ι => 1 / (2 * t)) s - (1 + t) / (2 * t)
        * increment (fun u : Finset ι => 1 / (1 + t - (u.card : ℝ) * t)) s := by
    unfold increment
    rw [Finset.mul_sum, ← Finset.sum_sub_distrib]
    exact Finset.sum_congr rfl (fun u hu => by rw [hE u hu]; ring)
  have hpow : t ^ s.card = t ^ (s.card - 1) * t := by
    rw [← pow_succ, Nat.sub_add_cancel hs.card_pos]
  have hmain : increment (relaxedEnergy t) s
      = -((1 + t) * t ^ (s.card - 1) * (s.card.factorial : ℝ))
        / (2 * ∏ k ∈ range (s.card + 1), (1 + t - (k : ℝ) * t)) := by
    rw [hlin, hconst, increment_inv t (1 + t) s (fun k hk => (hpos k hk).ne'), hpow]
    generalize ∏ k ∈ range (s.card + 1), (1 + t - (k : ℝ) * t) = P at hP ⊢
    generalize t ^ (s.card - 1) = x
    have hP' := hP.ne'
    rw [eq_div_iff (mul_ne_zero two_ne_zero hP')]
    field_simp
    ring
  refine ⟨hmain, ?_⟩
  rw [hmain]
  exact div_neg_of_neg_of_pos (neg_lt_zero.2 (by positivity)) (mul_pos two_pos hP)

end

end MutualPolarisation
```

```lean
#print axioms MutualPolarisation.increment_relaxedEnergy
```

```
'MutualPolarisation.increment_relaxedEnergy' depends on axioms: [propext, Classical.choice, Quot.sound]
```

## From the square to the minimum in Lean

`energy_eq` writes the energy through S and Q. Its inner step `h` replaces the sum over all j ≠ i by the full sum minus the term j = i.

`energy_gap` is the inequality E + nμ/2 ≥ g/2 · D. The number μ enters through the hypothesis `hμ`, which says gμ = 1 and so avoids division. Step `h2` expands D, `h3` is Cauchy–Schwarz, and `h4` multiplies it by t/2, which is where t ≥ 0 is used. The closing `linear_combination` adds `h4` to a multiple of `hμ`, and this completes the square.

`isLeast_energy` constructs μ and rewrites the claimed minimum as −nμ/2. The first half of the proof inserts the constant moments μ. The second half takes arbitrary moments and applies `energy_gap`, with D ≥ 0 as a sum of squares.

## From finite differences to the sign in Lean

`increment_insert` is the finite-difference rule. It splits the subclusters according to whether they contain `a` and compares signs term by term.

`increment_inv` is the formula for Aₙ(c), proved by induction on the cluster. The induction is set up with `generalizing c`, since the step needs the formula at both c and c − t. Step `e` carries out the shift of c. Steps `hA` and `hB` split the last or the first factor off the long product, which puts the two fractions over a common denominator.

`increment_relaxedEnergy` assembles the result. `hpos` shows that all factors are positive, and `hE` decomposes the relaxed energy of each subcluster, using `isLeast_energy` to identify the infimum. `hconst` removes the constant: it takes one site out of the nonempty cluster and applies `increment_insert`, which leaves a difference of equal terms. `hlin` uses the linearity of the increment, and `hmain` inserts `increment_inv` with c = 1 + t. The sign follows as a negative numerator over a positive denominator.
